# Integer metrics of plane lattices with a given determinant form finitely many classes under change of basis

When the supercells of a square layer are sorted by shape, each cell can be reduced to short axes and compared with the shapes already found. At fixed cell area this catalogue is finite, because plane metrics with integer entries and a given determinant form finitely many classes under change of lattice basis.

In Lean 4 with Mathlib:

```lean
import Mathlib

open Matrix

namespace IntegralPlaneMetrics

/-- Integer 2 by 2 matrices. -/
abbrev Mat := Matrix (Fin 2) (Fin 2) ℤ

/-- An integral metric tensor of a plane lattice: a symmetric integer matrix that gives every
nonzero lattice vector a positive squared length. -/
def IsMetric (G : Mat) : Prop :=
  G.IsSymm ∧ ∀ x : Fin 2 → ℤ, x ≠ 0 → 0 < x ⬝ᵥ G *ᵥ x

/-- Two matrices are related by a change of lattice basis: `H = Uᵀ G U` with `U` an integer
matrix of determinant 1 or -1. -/
def SameLattice (G H : Mat) : Prop :=
  ∃ U : Mat, (U.det = 1 ∨ U.det = -1) ∧ H = Uᵀ * G * U

/-- The metrics of determinant `D` with entries `a, b, b, c` whose first axis is short,
`3 a² ≤ 4 D`, and whose off-diagonal entry satisfies `2 |b| ≤ a`. -/
def shortCells (D : ℤ) : Set Mat :=
  {G | ∃ a b c : ℤ, G = !![a, b; b, c] ∧ 0 < a ∧ 3 * a ^ 2 ≤ 4 * D ∧ 2 * |b| ≤ a ∧
    a * c - b ^ 2 = D}

/-- An integer matrix is a metric exactly when it is symmetric with positive first diagonal
entry and positive determinant. -/
theorem isMetric_iff {G : Mat} :
    IsMetric G ↔ ∃ a b c : ℤ, G = !![a, b; b, c] ∧ 0 < a ∧ 0 < a * c - b ^ 2 := by
  constructor
  · rintro ⟨hs, hp⟩
    have h10 : G 1 0 = G 0 1 := hs.apply 0 1
    have ha : 0 < G 0 0 := by
      have h := hp ![1, 0] (by intro h; simpa using congrFun h 0)
      simpa [Matrix.mulVec, dotProduct, Fin.sum_univ_two] using h
    refine ⟨G 0 0, G 0 1, G 1 1, ?_, ha, ?_⟩
    · ext i j
      fin_cases i <;> fin_cases j <;> simp [h10]
    · -- the vector (-b, a) has squared length a (a c - b²)
      have h := hp ![-G 0 1, G 0 0] (by
        intro h
        have h1 : G 0 0 = 0 := by simpa using congrFun h 1
        linarith)
      have e : ![-G 0 1, G 0 0] ⬝ᵥ G *ᵥ ![-G 0 1, G 0 0]
          = G 0 0 * (G 0 0 * G 1 1 - G 0 1 ^ 2) := by
        simp only [Matrix.mulVec, dotProduct, Fin.sum_univ_two, Matrix.cons_val_zero,
          Matrix.cons_val_one, h10]
        ring
      rw [e] at h
      exact (mul_pos_iff_of_pos_left ha).mp h
  · rintro ⟨a, b, c, rfl, ha, hD⟩
    refine ⟨Matrix.IsSymm.ext (fun i j => by fin_cases i <;> fin_cases j <;> rfl),
      fun x hx => ?_⟩
    -- completing the square
    have e : a * (x ⬝ᵥ !![a, b; b, c] *ᵥ x)
        = (a * x 0 + b * x 1) ^ 2 + (a * c - b ^ 2) * x 1 ^ 2 := by
      have e' : x ⬝ᵥ !![a, b; b, c] *ᵥ x
          = x 0 * (a * x 0 + b * x 1) + x 1 * (b * x 0 + c * x 1) := by
        simp [Matrix.mulVec, dotProduct, Fin.sum_univ_two]
      rw [e']
      ring
    refine (mul_pos_iff_of_pos_left ha).mp ?_
    rw [e]
    by_cases h1 : x 1 = 0
    · have h0 : x 0 ≠ 0 := fun h0 => hx (by ext i; fin_cases i <;> simp [h0, h1])
      have h2 : 0 < (a * x 0) ^ 2 := by positivity
      rw [h1]
      linarith
    · have h2 : 0 < x 1 ^ 2 := by positivity
      exact add_pos_of_nonneg_of_pos (sq_nonneg _) (mul_pos hD h2)

/-- An integer matrix of determinant 1 or -1 has an integer inverse of determinant 1 or -1. -/
theorem exists_inverse {U : Mat} (h : U.det = 1 ∨ U.det = -1) :
    ∃ V : Mat, (V.det = 1 ∨ V.det = -1) ∧ U * V = 1 ∧ V * U = 1 := by
  have hu : IsUnit U.det := Int.isUnit_iff.mpr h
  refine ⟨U⁻¹, ?_, Matrix.mul_nonsing_inv U hu, Matrix.nonsing_inv_mul U hu⟩
  have e := congrArg Matrix.det (Matrix.mul_nonsing_inv U hu)
  rw [Matrix.det_mul, Matrix.det_one] at e
  rcases h with h | h
  · rw [h] at e
    left; linarith
  · rw [h] at e
    right; linarith

/-- Being related by a change of lattice basis is an equivalence relation. -/
theorem sameLattice_equivalence : Equivalence SameLattice where
  refl G := ⟨1, Or.inl Matrix.det_one, by simp⟩
  symm := by
    rintro G _ ⟨U, hU, rfl⟩
    obtain ⟨V, hV, hUV, -⟩ := exists_inverse hU
    refine ⟨V, hV, ?_⟩
    calc G = (U * V)ᵀ * G * (U * V) := by rw [hUV]; simp
      _ = Vᵀ * (Uᵀ * G * U) * V := by simp only [Matrix.transpose_mul, Matrix.mul_assoc]
  trans := by
    rintro G _ _ ⟨U, hU, rfl⟩ ⟨V, hV, rfl⟩
    refine ⟨U * V, ?_, by simp only [Matrix.transpose_mul, Matrix.mul_assoc]⟩
    rcases hU with hU | hU <;> rcases hV with hV | hV <;> simp [Matrix.det_mul, hU, hV]

/-- A change of lattice basis turns a metric into a metric of the same determinant. -/
theorem SameLattice.isMetric_det {G H : Mat} (h : SameLattice G H) (hG : IsMetric G) :
    IsMetric H ∧ H.det = G.det := by
  obtain ⟨U, hU, rfl⟩ := h
  obtain ⟨V, -, -, hVU⟩ := exists_inverse hU
  refine ⟨⟨?_, fun x hx => ?_⟩, ?_⟩
  · have hs : Gᵀ = G := hG.1
    change (Uᵀ * G * U)ᵀ = Uᵀ * G * U
    simp only [Matrix.transpose_mul, Matrix.transpose_transpose, hs, Matrix.mul_assoc]
  · have e : x ⬝ᵥ (Uᵀ * G * U) *ᵥ x = (U *ᵥ x) ⬝ᵥ G *ᵥ (U *ᵥ x) := by
      simp only [Matrix.mulVec, dotProduct, Fin.sum_univ_two, Matrix.mul_apply,
        Matrix.transpose_apply]
      ring
    rw [e]
    refine hG.2 _ (fun h0 => hx ?_)
    calc x = (V * U) *ᵥ x := by rw [hVU, Matrix.one_mulVec]
      _ = 0 := by rw [← Matrix.mulVec_mulVec, h0, Matrix.mulVec_zero]
  · rcases hU with hU | hU <;> simp [Matrix.det_mul, Matrix.det_transpose, hU]

/-- Transformation law of the metric entries under the basis change with rows `(p, q)` and
`(r, s)` of determinant 1 or -1. -/
theorem sameLattice_of_entries {a b c a' b' c' : ℤ} (p q r s : ℤ)
    (hU : p * s - q * r = 1 ∨ p * s - q * r = -1)
    (ha : a' = a * p ^ 2 + 2 * b * p * r + c * r ^ 2)
    (hb : b' = a * p * q + b * (p * s + q * r) + c * r * s)
    (hc : c' = a * q ^ 2 + 2 * b * q * s + c * s ^ 2) :
    SameLattice !![a, b; b, c] !![a', b'; b', c'] := by
  refine ⟨!![p, q; r, s], by rw [Matrix.det_fin_two_of]; exact hU, ?_⟩
  subst ha hb hc
  ext i j
  fin_cases i <;> fin_cases j <;> simp [Matrix.mul_apply, Fin.sum_univ_two] <;> ring

/-- Every integral metric describes the same lattice as one of the short cells of its
determinant. -/
theorem exists_shortCell {G : Mat} (hG : IsMetric G) :
    ∃ G₀ ∈ shortCells G.det, SameLattice G₀ G := by
  have key : ∀ (n : ℕ) (a b c : ℤ), a ≤ n → 0 < a → 0 < a * c - b ^ 2 →
      ∃ G₀ ∈ shortCells (a * c - b ^ 2), SameLattice G₀ !![a, b; b, c] := by
    intro n
    induction n with
    | zero =>
      intro a b c hn ha _
      push_cast at hn
      linarith
    | succ n ih =>
      intro a b c hn ha hD
      -- shift the second axis by a multiple of the first
      obtain ⟨q, h1, h2⟩ : ∃ q : ℤ, -a ≤ 2 * (b - q * a) ∧ 2 * (b - q * a) ≤ a := by
        have e0 := Int.emod_nonneg (2 * b + a) (show 2 * a ≠ 0 by linarith)
        have e1 := Int.emod_lt_of_pos (2 * b + a) (show 0 < 2 * a by linarith)
        rw [Int.emod_def] at e0 e1
        exact ⟨(2 * b + a) / (2 * a), by linarith, by linarith⟩
      obtain ⟨b', hb'⟩ : ∃ b', b' = b - q * a := ⟨_, rfl⟩
      obtain ⟨c', hc'⟩ : ∃ c', c' = c - 2 * q * b + q ^ 2 * a := ⟨_, rfl⟩
      rw [← hb'] at h1 h2
      have hdet : a * c' - b' ^ 2 = a * c - b ^ 2 := by rw [hb', hc']; ring
      by_cases hc : a ≤ c'
      · refine ⟨!![a, b'; b', c'], ⟨a, b', c', rfl, ha, ?_, ?_, hdet⟩, ?_⟩
        · nlinarith [mul_nonneg (sub_nonneg.2 h2) (show 0 ≤ a + 2 * b' by linarith),
            mul_le_mul_of_nonneg_left hc ha.le]
        · rcases abs_cases b' with ⟨h, _⟩ | ⟨h, _⟩ <;> rw [h] <;> linarith
        · exact sameLattice_of_entries 1 q 0 1 (by left; ring) (by ring)
            (by rw [hb']; ring) (by rw [hc', hb']; ring)
      · -- the second axis is shorter: swap the axes and continue
        have hlt : c' < a := not_le.mp hc
        have hpos : 0 < c' :=
          (mul_pos_iff_of_pos_left ha).mp (by linarith [sq_nonneg b'])
        have hsw : c' * a - b' ^ 2 = a * c - b ^ 2 := by rw [← hdet]; ring
        obtain ⟨G₀, hm, hs⟩ := ih c' b' a (by push_cast at hn; linarith) hpos
          (by rw [hsw]; exact hD)
        rw [hsw] at hm
        exact ⟨G₀, hm, sameLattice_equivalence.trans hs
          (sameLattice_of_entries 0 1 1 q (by right; ring) (by ring)
            (by rw [hb']; ring) (by rw [hc', hb']; ring))⟩
  obtain ⟨a, b, c, rfl, ha, hD⟩ := isMetric_iff.mp hG
  have e : (!![a, b; b, c] : Mat).det = a * c - b ^ 2 := by
    rw [Matrix.det_fin_two_of]; ring
  rw [e]
  exact key a.toNat a b c (Int.self_le_toNat a) ha hD

/-- For each determinant there are only finitely many short cells. -/
theorem shortCells_finite (D : ℤ) : (shortCells D).Finite := by
  have hI := Set.finite_Icc (-(2 * D)) (2 * D)
  refine ((hI.prod (hI.prod hI)).image
    (fun p : ℤ × ℤ × ℤ => (!![p.1, p.2.1; p.2.1, p.2.2] : Mat))).subset ?_
  rintro _ ⟨a, b, c, rfl, ha, h3, hb, hD⟩
  -- all three entries lie between -2D and 2D
  have h1 : 2 * b ≤ a := by linarith [le_abs_self b]
  have h2 : -a ≤ 2 * b := by linarith [neg_abs_le b]
  have haa : a ≤ a ^ 2 := by nlinarith
  have hb2 : 4 * b ^ 2 ≤ a ^ 2 := by
    nlinarith [mul_nonneg (sub_nonneg.2 h1) (show 0 ≤ a + 2 * b by linarith)]
  have hc : 0 < c := (mul_pos_iff_of_pos_left ha).mp (by linarith [sq_nonneg b])
  have hca : c ≤ a * c := by nlinarith
  exact ⟨(a, b, c), ⟨⟨by linarith, by linarith⟩, ⟨by linarith, by linarith⟩,
    ⟨by linarith, by linarith⟩⟩, rfl⟩

/-- For each integer `D ≥ 1` there is a finite non-empty list of integral plane metrics of
determinant `D` such that every integral metric of determinant `D` is related by a change of
lattice basis to exactly one member of the list. -/
theorem finite_list_of_metrics (D : ℤ) (hD : 1 ≤ D) :
    ∃ S : Finset Mat, S.Nonempty ∧ (∀ G ∈ S, IsMetric G ∧ G.det = D) ∧
      ∀ H : Mat, IsMetric H → H.det = D → ∃! G : Mat, G ∈ S ∧ SameLattice G H := by
  classical
  -- choose one representative in every class of equivalent matrices
  obtain ⟨rep, h1, h2⟩ : ∃ rep : Mat → Mat, (∀ G, SameLattice (rep G) G) ∧
      ∀ G H, SameLattice G H → rep G = rep H := by
    let s : Setoid Mat := ⟨SameLattice, sameLattice_equivalence⟩
    exact ⟨fun G => (Quotient.mk s G).out,
      fun G => Quotient.exact (Quotient.out_eq (Quotient.mk s G)),
      fun G H h => congrArg Quotient.out (Quotient.sound (s := s) h)⟩
  have hin : ∀ G ∈ shortCells D, rep G ∈ (shortCells_finite D).toFinset.image rep :=
    fun G hG => Finset.mem_image_of_mem rep ((shortCells_finite D).mem_toFinset.mpr hG)
  refine ⟨(shortCells_finite D).toFinset.image rep, ?_, ?_, ?_⟩
  · exact ⟨_, hin !![1, 0; 0, D]
      ⟨1, 0, D, rfl, by norm_num, by linarith, by norm_num, by ring⟩⟩
  · intro G hG
    obtain ⟨G₁, hm, rfl⟩ := Finset.mem_image.mp hG
    obtain ⟨a, b, c, rfl, ha, -, -, hd⟩ := (shortCells_finite D).mem_toFinset.mp hm
    have hM : IsMetric !![a, b; b, c] := isMetric_iff.mpr ⟨a, b, c, rfl, ha, by linarith⟩
    obtain ⟨hr, hdet⟩ := (sameLattice_equivalence.symm (h1 _)).isMetric_det hM
    refine ⟨hr, ?_⟩
    rw [hdet, Matrix.det_fin_two_of, ← hd]
    ring
  · intro H hH hdet
    obtain ⟨G₀, hm, hs⟩ := exists_shortCell hH
    rw [hdet] at hm
    refine ⟨rep H, ⟨h2 _ _ hs ▸ hin G₀ hm, h1 H⟩, ?_⟩
    rintro G' ⟨hG', hs'⟩
    obtain ⟨G₁, -, rfl⟩ := Finset.mem_image.mp hG'
    exact h2 _ _ (sameLattice_equivalence.trans (sameLattice_equivalence.symm (h1 G₁)) hs')

/-- Every integral metric of determinant 3 describes either the rectangular lattice with metric
`diag(1, 3)` or the hexagonal lattice with metric entries `2, 1, 1, 2`, and these two lattices
are different. -/
theorem metrics_of_det_three :
    (∀ H : Mat, IsMetric H → H.det = 3 →
      SameLattice !![1, 0; 0, 3] H ∨ SameLattice !![2, 1; 1, 2] H) ∧
    ¬ SameLattice !![1, 0; 0, 3] !![2, 1; 1, 2] := by
  constructor
  · intro H hH hdet
    obtain ⟨_, ⟨a, b, c, rfl, ha, h3, hb, hd⟩, hs⟩ := exists_shortCell hH
    rw [hdet] at h3 hd
    have h1 : 2 * b ≤ a := by linarith [le_abs_self b]
    have h2 : -a ≤ 2 * b := by linarith [neg_abs_le b]
    clear hb
    have ha2 : a ≤ 2 := by nlinarith
    have hb1 : b ≤ 1 := by linarith
    have hb2 : -1 ≤ b := by linarith
    obtain rfl | rfl : a = 1 ∨ a = 2 := by omega
    · obtain rfl : b = 0 := by omega
      obtain rfl : c = 3 := by linarith
      exact Or.inl hs
    · right
      obtain rfl | rfl | rfl : b = -1 ∨ b = 0 ∨ b = 1 := by omega
      · obtain rfl : c = 2 := by linarith
        exact sameLattice_equivalence.trans
          (sameLattice_of_entries 1 0 0 (-1) (by norm_num) (by norm_num) (by norm_num)
            (by norm_num)) hs
      · have h : 2 * c = 3 := by linarith
        omega
      · obtain rfl : c = 2 := by linarith
        exact hs
  · -- no vector of the rectangular lattice has squared length 2
    have key : ∀ p r : ℤ, p ^ 2 + 3 * r ^ 2 ≠ 2 := by
      intro p r h
      have p1 : p ≤ 1 := by nlinarith [sq_nonneg r]
      have p2 : -1 ≤ p := by nlinarith [sq_nonneg r]
      have r1 : r ≤ 1 := by nlinarith [sq_nonneg p]
      have r2 : -1 ≤ r := by nlinarith [sq_nonneg p]
      interval_cases p <;> interval_cases r <;> norm_num at h
    rintro ⟨U, -, hU⟩
    have h := congrFun (congrFun hU 0) 0
    simp [Matrix.mul_apply, Fin.sum_univ_two] at h
    exact key (U 0 0) (U 1 0) (by linarith)

end IntegralPlaneMetrics
```

```lean
#print axioms IntegralPlaneMetrics.finite_list_of_metrics
#print axioms IntegralPlaneMetrics.metrics_of_det_three
```

```
'IntegralPlaneMetrics.finite_list_of_metrics' depends on axioms: [propext, Classical.choice, Quot.sound]
'IntegralPlaneMetrics.metrics_of_det_three' depends on axioms: [propext, Classical.choice, Quot.sound]
```

## A finite list with one metric per lattice

A plane lattice can be described by many pairs of axes, and each pair has its own metric tensor, the matrix $G$ of dot products of the axes. The question is whether only finitely many different lattices remain when the determinant of $G$ is fixed and its entries are integers.

`finite_list_of_metrics` answers it for every integer $D\ge 1$. There is a finite, non-empty set `S` of metrics of determinant $D$, and every metric $H$ of determinant $D$ equals $U^TGU$ for exactly one $G$ in `S`, with $U$ an integer matrix of determinant $1$ or $-1$. The symbol `∃!` carries the words "exactly one"; they refer to $G$, since several $U$ may serve. For $D=0$ there is no metric at all, so a non-empty list is impossible.

`metrics_of_det_three` works out one case. For $D=3$ there are two lattices: a rectangular one with sides $1$ and $\sqrt3$, and a hexagonal one with two axes of length $\sqrt2$ at $60^\circ$.

## Axes, areas and supercells

`IsMetric G` says that $G$ is symmetric and that $x^TGx>0$ for every nonzero integer vector $x$, so that every nonzero lattice vector has positive squared length. Write

$$G=\begin{pmatrix}a&b\\b&c\end{pmatrix}.$$

Then $a$ and $c$ are the squared lengths of the axes, $b$ is their dot product, and $\det G=ac-b^2$ is the square of the cell area.

In `SameLattice G H` the columns of $U$ are the new axes in terms of the old ones. The name is slightly generous: a metric does not record orientation, so two lattices that differ by a rotation or a reflection count as the same.

A supercell of a square layer with unit spacing has axes given by the columns of an integer matrix $M$. Its metric is $M^TM$, with determinant $N^2$ for $N$ primitive cells. The theorem therefore shows that the catalogue of supercell shapes for such a layer is finite at fixed $N$; it does not count the shapes, and it says nothing about the atoms inside the cell.

A plane cell with arbitrary real dot products comes under the theorem only if some unit of length makes all of them integers. A general oblique cell has no such unit.

## Positivity read from two numbers

Completing the square gives

$$a\,(x^TGx)=(ax_0+bx_1)^2+(ac-b^2)\,x_1^2 .$$

If $a>0$ and $ac-b^2>0$, the right side is positive for every $x\neq0$. Conversely, $x=(1,0)$ has squared length $a$, and $x=(-b,a)$ has squared length $a(ac-b^2)$, so both numbers must be positive. This is `isMetric_iff`, which tests the same two vectors.

A change of basis keeps these properties. We have $x^T(U^TGU)x=(Ux)^TG(Ux)$, where $Ux\ne0$ because $U$ is invertible, and the determinant is multiplied by $(\pm1)^2=1$. `SameLattice.isMetric_det` records this. `exists_inverse` supplies the integer inverse of $U$, which `sameLattice_equivalence` also needs to show that the relation can be reversed.

## Shortening the axes

Let $D=ac-b^2$. Subtract $q$ times the first axis from the second, with the integer $q$ chosen so that $b'=b-qa$ satisfies $2|b'|\le a$. The second squared length becomes $c'=c-2qb+q^2a$, and $ac'-b'^2=D$ still holds.

If $a\le c'$, then

$$a^2\le ac'=D+b'^2\le D+\tfrac{a^2}{4},\qquad\text{so}\qquad 3a^2\le4D .$$

If $c'<a$, swap the axes and start again. Since $ac'=D+b'^2>0$, the new first entry $c'$ is a positive integer smaller than $a$, so the process stops.

The end point lies in `shortCells D`, the set of metrics with $a>0$, $3a^2\le4D$, $2|b|\le a$ and determinant $D$. In `exists_shortCell` the descent is an induction on an upper bound `n` for $a$, and `by_cases` separates the two outcomes. The basis changes there run from the reduced cell back to the original one. `sameLattice_of_entries` checks them entry by entry.

## From a finite box to a list without repetitions

For a short cell, $a\le a^2\le\tfrac43D$ and $|b|\le a/2$. Moreover $c>0$, and

$$c\le ac=D+b^2\le D+\tfrac{a^2}{4}\le\tfrac43D .$$

All entries thus lie between $-2D$ and $2D$, which is the box used in `shortCells_finite`.

Two short cells may still describe one lattice, as the metrics with entries $2,1,1,2$ and $2,-1,-1,2$ do. The main proof therefore chooses one representative `rep G` in each class and takes the representatives of all short cells. Every metric of determinant $D$ shares its class with a short cell, so its representative is in the list. Two listed metrics related to the same $H$ belong to one class and hence coincide. The short cell $\mathrm{diag}(1,D)$ shows that the list is not empty.

## Determinants 3 and 1

For $D=3$ the bound $3a^2\le12$ leaves $a=1$ or $a=2$. The first gives $b=0$, $c=3$. The second allows $b=0$, which would need $2c=3$, and $b=\pm1$ with $c=2$; reversing the second axis turns $b=-1$ into $b=1$. The two remaining lattices differ, because a vector $(p,r)$ of the rectangular one has squared length $p^2+3r^2$, which is never $2$.

The same argument for $D=1$, which is not stated as a theorem in the code, forces $a=1$, $b=0$ and $c=1$. Every integer plane metric of determinant $1$ therefore belongs to the square lattice.
